# The Gaussian form factor exp(−σ²q²/4) is 1 − σ²q²/4 to second order in q

A Gaussian charge with density proportional to exp(−r²/σ²) has the form factor exp(−q²σ²/4), scaled to be one at zero wave number. The width σ in this convention is √2 times the standard deviation along each axis. `formFactor_curvature` states that this factor minus one, divided by q², tends to −σ²/4 as q tends to zero through nonzero values, for any real σ. The formula for the form factor is written into the statement and is not derived from a charge density, and the structure `GaussianCell` plays no part. The proof sets t = q², reads the limit as the derivative of exp(−(σ²/4)t) at t = 0, and then has to show that the difference quotient this gives equals the one in the statement.

The failing Lean file:

```lean
import Mathlib

open Filter Topology
open scoped Real

namespace GaussianIonsGZero

noncomputable section

/-- A periodic cell with Gaussian ions of charges `Z a` and widths `s a`, a number of
electrons, and a positive volume (atomic units). -/
structure GaussianCell (ι : Type*) where
  Z : ι → ℝ
  s : ι → ℝ
  electrons : ℝ
  volume : ℝ
  volume_pos : 0 < volume

namespace GaussianCell

/-- The form factor of a Gaussian of width `σ` departs from one as `-σ² q² / 4`
at small wave number. -/
theorem formFactor_curvature (σ : ℝ) :
    Tendsto (fun q : ℝ => (Real.exp (-(q ^ 2 * σ ^ 2 / 4)) - 1) / q ^ 2)
      (𝓝[≠] 0) (𝓝 (-(σ ^ 2 / 4))) := by
  -- differentiate with respect to the variable t = q²
  have hd : HasDerivAt (fun t : ℝ => Real.exp (-(σ ^ 2 / 4) * t)) (-(σ ^ 2 / 4)) 0 :=
    (((hasDerivAt_id' (0 : ℝ)).const_mul (-(σ ^ 2 / 4))).exp).congr_deriv (by simp)
  have hs : Tendsto (fun q : ℝ => q ^ 2) (𝓝[≠] 0) (𝓝[≠] 0) := by
    refine tendsto_nhdsWithin_iff.2 ⟨?_, ?_⟩
    · have hc : Continuous (fun q : ℝ => q ^ 2) := by fun_prop
      have h : Tendsto (fun q : ℝ => q ^ 2) (𝓝 0) (𝓝 0) := by
        simpa using hc.tendsto 0
      exact h.mono_left nhdsWithin_le_nhds
    · filter_upwards [self_mem_nhdsWithin] with q hq
      exact pow_ne_zero 2 hq
  have h := (hasDerivAt_iff_tendsto_slope_zero.1 hd).comp hs
  refine h.congr (fun q => ?_)
  simp only [Function.comp_apply, smul_eq_mul, zero_add, mul_zero, Real.exp_zero]
  rw [show -(σ ^ 2 / 4) * q ^ 2 = -(q ^ 2 * σ ^ 2 / 4) by ring, div_eq_inv_mul]

end GaussianCell

end

end GaussianIonsGZero
```

Compiling this gives:

```
Main.lean:25:37: error: unsolved goals
σ : ℝ
hd : HasDerivAt (fun t => rexp (-(σ ^ 2 / 4) * t)) (-(σ ^ 2 / 4)) 0
hs : Tendsto (fun q => q ^ 2) (𝓝[≠] 0) (𝓝[≠] 0)
h :
  Tendsto ((fun t => t⁻¹ • (rexp (-(σ ^ 2 / 4) * (0 + t)) - rexp (-(σ ^ 2 / 4) * 0))) ∘ fun q => q ^ 2) (𝓝[≠] 0)
    (𝓝 (-(σ ^ 2 / 4)))
q : ℝ
⊢ (q ^ 2)⁻¹ * (rexp (-(4⁻¹ * (q ^ 2 * σ ^ 2))) - 1) = (rexp (-(4⁻¹ * (q ^ 2 * σ ^ 2))) - 1) / q ^ 2
```

What went wrong. The one error, `unsolved goals`, says that the proof ended with an equation still open. Its two sides differ only in that the left multiplies by `(q ^ 2)⁻¹` where the right divides by `q ^ 2`. `div_eq_inv_mul`, which says that `a / b = b⁻¹ * a`, was meant to remove that difference, but `rw` used it on another division. Given no arguments, `rw` settles on one match for `?a / ?b` and rewrites only the instances of that match. Here it took the division by 4 inside the exponentials, which is why the message shows `4⁻¹ * (q ^ 2 * σ ^ 2)` on both sides. The division by `q ^ 2` stayed, and the `rfl` that `rw` tries at the end could not close the goal.

The repair keeps the first rewrite, which makes the exponents agree, and takes `div_eq_inv_mul` out of the `rw`. The new line, `exact (div_eq_inv_mul _ _).symm`, has to match the whole equation, so `b` can only be `q ^ 2`. The `.symm` is needed because the goal has the product on the left and the quotient on the right.

The change, after which it compiles:

```diff
@@ -38,5 +38,6 @@
   refine h.congr (fun q => ?_)
   simp only [Function.comp_apply, smul_eq_mul, zero_add, mul_zero, Real.exp_zero]
-  rw [show -(σ ^ 2 / 4) * q ^ 2 = -(q ^ 2 * σ ^ 2 / 4) by ring, div_eq_inv_mul]
+  rw [show -(σ ^ 2 / 4) * q ^ 2 = -(q ^ 2 * σ ^ 2 / 4) by ring]
+  exact (div_eq_inv_mul _ _).symm
 
 end GaussianCell
```
